# On one qubit, two different non-identity Pauli matrices anticommute, and every other pair commutes

The lemma concerns a single qubit and the four 2 × 2 complex matrices I, X, Y and Z. It says that exchanging the factors in a product of two of them gives a factor of −1 if both are non-identity and they differ, and a factor of 1 otherwise. In the code this condition is called `Clash`, and the sign is an `if` expression multiplying the exchanged product. The attempt splits into all sixteen pairs of letters, compares the two sides entry by entry, and leaves each entry to `simp`.

The failing Lean file:

```lean
import Mathlib

open Matrix

namespace SiteExchange

/-- The four one-qubit letters from which Pauli strings are built. -/
inductive Pauli
  | I | X | Y | Z
  deriving DecidableEq

noncomputable section

/-- The 2 × 2 complex matrix of each Pauli letter. -/
def Pauli.mat : Pauli → Matrix (Fin 2) (Fin 2) ℂ
  | .I => !![1, 0; 0, 1]
  | .X => !![0, 1; 1, 0]
  | .Y => !![0, -Complex.I; Complex.I, 0]
  | .Z => !![1, 0; 0, -1]

/-- Two letters clash when both are non-identity and they are different. -/
abbrev Clash (p q : Pauli) : Prop := p ≠ Pauli.I ∧ q ≠ Pauli.I ∧ p ≠ q

/-- On one qubit, exchanging two Pauli matrices gives a minus sign if they clash and
no sign otherwise. -/
theorem site_exchange (p q : Pauli) :
    p.mat * q.mat = (if Clash p q then (-1 : ℂ) else 1) • (q.mat * p.mat) := by
  cases p <;> cases q <;> ext i j <;> fin_cases i <;> fin_cases j <;>
    simp [Pauli.mat, Matrix.mul_apply, Fin.sum_univ_two]

end

end SiteExchange
```

The compiler's answer:

```
Main.lean:27:77: error: unsolved goals
case X.Y.«0».«0»
⊢ Complex.I = -if Clash Pauli.X Pauli.Y then -Complex.I else Complex.I

case X.Z.«1».«0»
⊢ 1 = -if Clash Pauli.X Pauli.Z then -1 else 1

case Y.X.«1».«1»
⊢ Complex.I = -if Clash Pauli.Y Pauli.X then -Complex.I else Complex.I

case Y.Z.«0».«1»
⊢ Complex.I = -if Clash Pauli.Y Pauli.Z then -Complex.I else Complex.I

case Y.Z.«1».«0»
⊢ Complex.I = -if Clash Pauli.Y Pauli.Z then -Complex.I else Complex.I

case Z.X.«0».«1»
⊢ 1 = -if Clash Pauli.Z Pauli.X then -1 else 1
```

Cause. The error reports six matrix entries that `simp` could not finish. All six equations are true, and in each the arithmetic is done except for an `if` whose condition is still written as `Clash`, with a minus sign in front.

`Clash` is an `abbrev`, which lets Lean see through the name when matching terms, but `simp` does not for that reason replace the name by its definition. In `Clash Pauli.X Pauli.Y` it therefore finds only the two letters to simplify, and not the three inequalities that the name stands for. The condition stays undecided, and so does the `if`.

The repair adds `Clash` to the list given to `simp`, which tells it to unfold the definition. The inequalities are then between different constructors of `Pauli`, which `simp` can prove, so the condition becomes true and the `if` reduces to its first branch. What remains is `Complex.I = -(-Complex.I)` or `1 = -(-1)`, and cancelling the double minus closes it.

After these edits no error is left:

```diff
@@ -27,5 +27,5 @@
     p.mat * q.mat = (if Clash p q then (-1 : ℂ) else 1) • (q.mat * p.mat) := by
   cases p <;> cases q <;> ext i j <;> fin_cases i <;> fin_cases j <;>
-    simp [Pauli.mat, Matrix.mul_apply, Fin.sum_univ_two]
+    simp [Clash, Pauli.mat, Matrix.mul_apply, Fin.sum_univ_two]
 
 end
```
